# The non-relativistic 2S field shift of a one-electron ion with a small nucleus, relative to a point nucleus, is \(\mu^3 Z^4\langle r^2\rangle/12\) to leading order, in atomic units

Q: Which definitions and units are in force?

A: Atomic units: lengths in bohr, energies in hartree, masses in electron masses. The ion has one electron, reduced mass \(\mu\) (`mu`) and nuclear charge \(Z\), both positive real numbers. With \(k=\mu Z\), the 2S radial function is

\[
P(r)=\sqrt{k^3/2}\;r\,(1-kr/2)\,e^{-kr/2},
\]

and the wavefunction is \(P(r)/(r\sqrt{4\pi})\).

```lean
import Mathlib

open MeasureTheory Set Filter Topology

noncomputable section

namespace FieldShift2S

/-- The 2S radial function `P(r)` of a hydrogen-like ion with reduced mass `mu` and nuclear
charge `Z`, in atomic units. -/
def radial2S (mu Z r : ℝ) : ℝ :=
  Real.sqrt ((mu * Z) ^ 3 / 2) * r * (1 - mu * Z * r / 2) * Real.exp (-(mu * Z * r / 2))
```

Q: And the nucleus?

A: It consists of finitely many concentric, uniformly charged shells, where shell \(i\) has radius \(a_i\) and carries the fraction \(w_i\) of the charge. The electron's potential energy is

\[
V(r)=-Z\sum_i \frac{w_i}{\max(r,a_i)},
\]

and the mean square charge radius is \(\langle r^2\rangle=\sum_i w_i a_i^2\).

```lean
/-- Potential energy of an electron at distance `r > 0` from the centre of a nucleus made of
concentric uniformly charged shells with charge fractions `w i` and radii `a i`. -/
def nuclearPotential {ι : Type*} [Fintype ι] (Z : ℝ) (w a : ι → ℝ) (r : ℝ) : ℝ :=
  -Z * ∑ i, w i / max r (a i)

/-- The mean square charge radius of a nucleus made of concentric shells. -/
def meanSquareRadius {ι : Type*} [Fintype ι] (w a : ι → ℝ) : ℝ := ∑ i, w i * a i ^ 2
```

Q: What is meant by "shift"?

A: The first-order expectation value of the change in potential,

\[
\Delta E=\int_0^\infty P(r)^2\,\bigl[V(r)+Z/r\bigr]\,dr .
\]

It is the shift relative to a point nucleus; in isotope-shift work, "field shift" usually means the difference of this quantity between two isotopes. This is a definition: perturbation theory itself is not derived. One auxiliary quantity is needed for a single shell of radius \(R\):

\[
J(R)=\int_0^1 \frac{k^3}{2}\Bigl(1-\frac{kRt}{2}\Bigr)^2e^{-kRt}(t-t^2)\,dt .
\]

```lean
/-- First-order energy shift of the 2S level when the point nucleus is replaced by the
nucleus made of shells. -/
def fieldShift {ι : Type*} [Fintype ι] (mu Z : ℝ) (w a : ι → ℝ) : ℝ :=
  ∫ r in Ioi (0 : ℝ), radial2S mu Z r ^ 2 * (nuclearPotential Z w a r - (-Z / r))

/-- For positive `mu`, `Z` and `R`, this is the integral over `t = r/R` from 0 to 1 of the squared
2S function `(P/r)^2` times the weight `t - t^2` (not an average: the weight integrates to `1/6`).
-/
def contactIntegral (mu Z R : ℝ) : ℝ :=
  ∫ t in (0 : ℝ)..1, (mu * Z) ^ 3 / 2 * (1 - mu * Z * (R * t) / 2) ^ 2 *
    Real.exp (-(mu * Z * (R * t))) * (t - t ^ 2)
```

Q: The \(\max\) in the potential looks like something you put in by hand.

A: It is the Coulomb average over a sphere. With \(u\) the cosine of the angle between the electron and a point on the shell,

\[
\frac12\int_{-1}^{1}\frac{du}{\sqrt{r^2+R^2-2rRu}}
=\frac{(r+R)-|r-R|}{2rR}=\frac{1}{\max(r,R)} .
\]

The proof uses the same antiderivative, \(-\sqrt{r^2+R^2-2rRu}/(rR)\). At \(r=R\) the integrand blows up at \(u=1\); it is still integrable, because it is positive and its antiderivative is continuous up to that endpoint. The later proofs do not call this theorem; it justifies the definition of `nuclearPotential`.

```lean
/-- Shell theorem: the inverse distance from a point at radius `r > 0`, averaged over a
sphere of radius `R > 0`, is the inverse of the larger radius. -/
theorem shell_average {r R : ℝ} (hr : 0 < r) (hR : 0 < R) :
    1 / 2 * ∫ u in (-1 : ℝ)..1, 1 / Real.sqrt (r ^ 2 + R ^ 2 - 2 * r * R * u)
      = 1 / max r R := by
  have hc : Continuous fun u : ℝ =>
      -Real.sqrt (r ^ 2 + R ^ 2 - 2 * r * R * u) / (r * R) := by fun_prop
  have hd : ∀ u ∈ Ioo (-1 : ℝ) 1, HasDerivAt
      (fun u : ℝ => -Real.sqrt (r ^ 2 + R ^ 2 - 2 * r * R * u) / (r * R))
      (1 / Real.sqrt (r ^ 2 + R ^ 2 - 2 * r * R * u)) u := by
    intro u hu
    have hpos : 0 < r ^ 2 + R ^ 2 - 2 * r * R * u := by
      nlinarith [sq_nonneg (r - R), mul_pos (mul_pos hr hR) (sub_pos.mpr hu.2)]
    have hs := Real.sqrt_pos.mpr hpos
    have h := ((((hasDerivAt_id' u).const_mul (2 * r * R)).const_sub
      (r ^ 2 + R ^ 2)).sqrt hpos.ne').fun_neg.div_const (r * R)
    exact h.congr_deriv (by field_simp)
  -- the integrand is positive, so it is integrable even when the point lies on the sphere
  have hi : IntervalIntegrable
      (fun u : ℝ => 1 / Real.sqrt (r ^ 2 + R ^ 2 - 2 * r * R * u)) volume (-1) 1 := by
    refine intervalIntegral.intervalIntegrable_deriv_of_nonneg hc.continuousOn ?_ ?_
    · intro u hu
      exact hd u (by norm_num at hu; exact hu)
    · intro u _
      positivity
  rw [intervalIntegral.integral_eq_sub_of_hasDerivAt_of_le (by norm_num) hc.continuousOn hd hi,
    show r ^ 2 + R ^ 2 - 2 * r * R * 1 = (r - R) ^ 2 by ring,
    show r ^ 2 + R ^ 2 - 2 * r * R * (-1) = (r + R) ^ 2 by ring,
    Real.sqrt_sq_eq_abs, Real.sqrt_sq (by positivity)]
  rcases le_total r R with h | h
  · rw [max_eq_right h, abs_of_nonpos (by linarith)]
    field_simp
    ring
  · rw [max_eq_left h, abs_of_nonneg (by linarith)]
    field_simp
    ring
```

Q: How do I know that `radial2S` really is the 2S state?

A: Squaring it gives \(P^2=\tfrac{k^3}{2}r^2(1-kr/2)^2e^{-kr}\). With \(x=kr\), the norm is

\[
\frac12\int_0^\infty\Bigl(x^2-x^3+\frac{x^4}{4}\Bigr)e^{-x}dx=\frac12(2-6+6)=1 .
\]

For the radial equation, set \(y=kr/2\) and \(N=\sqrt{k^3/2}\). Then

\[
P'=N(1-3y+y^2)e^{-y},\qquad
P''=-\frac{Nk}{2}(1-y)(4-y)e^{-y}=\Bigl(\frac{k^2}{4}-\frac{2k}{r}\Bigr)P .
\]

Dividing by \(-2\mu\) gives \(-P''/(2\mu)=(Z/r-\mu Z^2/8)P\), so

\[
-\frac{P''}{2\mu}-\frac{Z}{r}P=-\frac{\mu Z^2}{8}P .
\]

The equation has no centrifugal term and \(P(0)=0\), so this is an S state; its energy is \(-\mu Z^2/(2n^2)\) with \(n=2\). In Lean, the norm comes from the antiderivative \(F(x)=-(1+x+x^2/2+x^4/8)e^{-x}\), which runs from \(-1\) at the origin to \(0\) at infinity. The equation follows from two explicit derivatives and algebra.

```lean
/-- The radial probability density of the 2S state for positive `mu` and `Z`. -/
theorem radial2S_sq {mu Z : ℝ} (hmu : 0 < mu) (hZ : 0 < Z) (r : ℝ) :
    radial2S mu Z r ^ 2 = (mu * Z) ^ 3 / 2 * r ^ 2 * (1 - mu * Z * r / 2) ^ 2 *
      Real.exp (-(mu * Z * r)) := by
  have h := Real.sq_sqrt (show 0 ≤ (mu * Z) ^ 3 / 2 by positivity)
  have e : Real.exp (-(mu * Z * r / 2)) ^ 2 = Real.exp (-(mu * Z * r)) := by
    rw [sq, ← Real.exp_add]
    congr 1
    ring
  rw [radial2S, mul_pow, mul_pow, mul_pow, h, e]

/-- For positive `mu` and `Z` the 2S function is normalized and solves the radial Schrödinger
equation at every `r > 0` with energy `-mu Z^2 / 8`. -/
theorem radial2S_bound_state {mu Z : ℝ} (hmu : 0 < mu) (hZ : 0 < Z) :
    (∫ r in Ioi (0 : ℝ), radial2S mu Z r ^ 2) = 1 ∧
    ∀ r : ℝ, 0 < r → -deriv (deriv (radial2S mu Z)) r / (2 * mu) - Z / r * radial2S mu Z r
      = -(mu * Z ^ 2 / 8) * radial2S mu Z r := by
  constructor
  · -- explicit antiderivative of the density, as a function of x = mu Z r
    let F : ℝ → ℝ := fun x => -((1 + x + x * x / 2 + x * x * (x * x) / 8) * Real.exp (-x))
    have hF : Tendsto F atTop (𝓝 0) := by
      have T := Real.tendsto_pow_mul_exp_neg_atTop_nhds_zero
      have h := ((((T 0).add (T 1)).add ((T 2).div_const 2)).add ((T 4).div_const 8)).neg
      simp only [add_zero, zero_div, neg_zero] at h
      exact h.congr fun x => by simp only [F]; ring
    have hx : Tendsto (fun r : ℝ => mu * Z * r) atTop atTop :=
      tendsto_id.const_mul_atTop (mul_pos hmu hZ)
    have hd : ∀ r ∈ Ici (0 : ℝ),
        HasDerivAt (fun r => F (mu * Z * r)) (radial2S mu Z r ^ 2) r := by
      intro r _
      have hk := (hasDerivAt_id' r).const_mul (mu * Z)
      have h2 := hk.fun_mul hk
      have hp := ((hk.const_add 1).fun_add (h2.div_const 2)).fun_add
        ((h2.fun_mul h2).div_const 8)
      exact (hp.fun_mul hk.fun_neg.exp).fun_neg.congr_deriv
        (by rw [radial2S_sq hmu hZ]; ring)
    rw [integral_Ioi_of_hasDerivAt_of_nonneg' hd (fun r _ => sq_nonneg _) (hF.comp hx)]
    simp [F]
  · intro r hr
    have h1 : ∀ x, HasDerivAt (radial2S mu Z) (Real.sqrt ((mu * Z) ^ 3 / 2) *
        (1 - 3 * (mu * Z * x / 2) + mu * Z * x / 2 * (mu * Z * x / 2)) *
        Real.exp (-(mu * Z * x / 2))) x := by
      intro x
      have hl := ((hasDerivAt_id' x).const_mul (mu * Z)).div_const 2
      exact ((((hasDerivAt_id' x).const_mul (Real.sqrt ((mu * Z) ^ 3 / 2))).fun_mul
        (hl.const_sub 1)).fun_mul hl.fun_neg.exp).congr_deriv (by ring)
    have hl := ((hasDerivAt_id' r).const_mul (mu * Z)).div_const 2
    have h2 := ((((hl.const_mul 3).const_sub 1).fun_add (hl.fun_mul hl)).const_mul
      (Real.sqrt ((mu * Z) ^ 3 / 2))).fun_mul hl.fun_neg.exp
    rw [funext fun x => (h1 x).deriv, h2.deriv, radial2S]
    generalize Real.sqrt ((mu * Z) ^ 3 / 2) = N
    generalize Real.exp (-(mu * Z * r / 2)) = E
    field_simp
    ring
```

Q: Is the contact density assumed?

A: No. For \(r>0\),

\[
\frac{(P/r)^2}{4\pi}=\frac{k^3}{8\pi}\Bigl(1-\frac{kr}{2}\Bigr)^2e^{-kr}\;\longrightarrow\;\frac{k^3}{8\pi}\qquad(r\to0^+).
\]

The proof takes the limit of the continuous right-hand side and transfers it to the quotient, which agrees with it for \(r>0\).

```lean
/-- For positive `mu` and `Z` the 2S electron density at the nucleus is
`(mu Z)^3 / (8 pi)`. -/
theorem density_at_nucleus {mu Z : ℝ} (hmu : 0 < mu) (hZ : 0 < Z) :
    Tendsto (fun r => (radial2S mu Z r / r) ^ 2 / (4 * Real.pi)) (𝓝[>] 0)
      (𝓝 ((mu * Z) ^ 3 / (8 * Real.pi))) := by
  have hc : Continuous fun r : ℝ => (mu * Z) ^ 3 / 2 * (1 - mu * Z * r / 2) ^ 2 *
      Real.exp (-(mu * Z * r)) / (4 * Real.pi) := by fun_prop
  have h := (hc.tendsto 0).mono_left (nhdsWithin_le_nhds (s := Ioi 0))
  simp only [mul_zero, zero_div, sub_zero, neg_zero, Real.exp_zero] at h
  rw [show (mu * Z) ^ 3 / (8 * Real.pi) = (mu * Z) ^ 3 / 2 * 1 ^ 2 * 1 / (4 * Real.pi) by ring]
  refine h.congr' ?_
  filter_upwards [self_mem_nhdsWithin] with r hr
  have hr' : r ≠ 0 := ne_of_gt hr
  rw [div_pow, radial2S_sq hmu hZ]
  congr 1
  rw [eq_div_iff (pow_ne_zero 2 hr')]
  ring
```

Q: Now one shell. Where does \(R^2\) come from?

A: Outside the shell the potential is that of a point charge, so only \(0<r\le R\) contributes. Substituting \(r=Rt\) for \(R>0\),

\[
\int_0^R P^2\Bigl(\frac Zr-\frac ZR\Bigr)dr
=Z\int_0^R\frac{k^3}{2}\Bigl(1-\frac{kr}{2}\Bigr)^2e^{-kr}\Bigl(r-\frac{r^2}{R}\Bigr)dr
=ZR^2J(R).
\]

One factor \(R\) comes from \(dr\), the other from \(r-r^2/R=R(t-t^2)\). At \(R=0\) both sides vanish. In the proof, `key` restricts the integrand to the interior of the shell, and `hs` performs the rescaling. The theorem also gives absolute convergence.

```lean
/-- For positive `mu` and `Z`, the 2S shift due to a single shell of radius `R ≥ 0` is an
absolutely convergent integral, equal to `Z R^2` times the contact integral. -/
theorem shell_shift {mu Z R : ℝ} (hmu : 0 < mu) (hZ : 0 < Z) (hR : 0 ≤ R) :
    IntegrableOn (fun r => radial2S mu Z r ^ 2 * (Z / r - Z / max r R)) (Ioi 0) ∧
    ∫ r in Ioi (0 : ℝ), radial2S mu Z r ^ 2 * (Z / r - Z / max r R)
      = Z * R ^ 2 * contactIntegral mu Z R := by
  obtain ⟨h, hh⟩ : ∃ h : ℝ → ℝ, h = fun r => Z * ((mu * Z) ^ 3 / 2) *
      (1 - mu * Z * r / 2) ^ 2 * Real.exp (-(mu * Z * r)) * (r - r ^ 2 / R) := ⟨_, rfl⟩
  have hc : Continuous h := by rw [hh]; fun_prop
  -- outside the shell the potential is that of a point charge
  have key : EqOn (fun r => radial2S mu Z r ^ 2 * (Z / r - Z / max r R))
      ((Ioc 0 R).indicator h) (Ioi 0) := by
    intro r hr
    have h0 : 0 < r := hr
    simp only [radial2S_sq hmu hZ]
    by_cases hrR : r ≤ R
    · have h1 : r * r⁻¹ = 1 := mul_inv_cancel₀ h0.ne'
      rw [indicator_of_mem (show r ∈ Ioc 0 R from ⟨h0, hrR⟩), max_eq_right hrR, hh]
      simp only [div_eq_mul_inv]
      linear_combination ((mu * Z) ^ 3 * 2⁻¹ * (1 - mu * Z * r * 2⁻¹) ^ 2 *
        Real.exp (-(mu * Z * r)) * Z * r) * h1
    · rw [max_eq_left (not_le.mp hrR).le]
      simp [Set.indicator, hrR]
  constructor
  · have hi : IntegrableOn ((Ioc 0 R).indicator h) (Ioi 0) :=
      (hc.integrableOn_Ioc.integrable_indicator measurableSet_Ioc).integrableOn
    exact hi.congr_fun key.symm measurableSet_Ioi
  · rw [setIntegral_congr_fun measurableSet_Ioi key, setIntegral_indicator measurableSet_Ioc,
      inter_eq_right.mpr Ioc_subset_Ioi_self, ← intervalIntegral.integral_of_le hR]
    -- rescale r = R t
    have hs := intervalIntegral.smul_integral_comp_mul_left (a := 0) (b := 1) h R
    rw [mul_zero, mul_one, smul_eq_mul] at hs
    rw [← hs, contactIntegral, ← intervalIntegral.integral_const_mul,
      ← intervalIntegral.integral_const_mul]
    refine intervalIntegral.integral_congr fun t _ => ?_
    have e : R * (R * t - (R * t) ^ 2 / R) = R ^ 2 * (t - t ^ 2) := by
      rcases eq_or_ne R 0 with h0 | h0
      · simp [h0]
      · have h1 : R * R⁻¹ = 1 := mul_inv_cancel₀ h0
        rw [div_eq_mul_inv]
        linear_combination (-(R ^ 2 * t ^ 2)) * h1
    simp only [hh]
    linear_combination (Z * ((mu * Z) ^ 3 / 2) * (1 - mu * Z * (R * t) / 2) ^ 2 *
      Real.exp (-(mu * Z * (R * t)))) * e
```

Q: Why must the fractions sum to one?

A: That condition says the total nuclear charge is \(Z\), so the Coulomb tail outside the nucleus is unchanged. It lets \(Z/r\) be written as \(\sum_i w_iZ/r\) and paired with the shells one by one:

\[
\Delta E=\sum_i w_i\,Z a_i^2\,J(a_i).
\]

Integrability of each term permits exchanging sum and integral. The individual \(w_i\) may be negative.

```lean
/-- For positive `mu` and `Z`, charge fractions of sum one and nonnegative radii, the 2S field
shift is the weighted sum of the shifts due to the single shells. -/
theorem fieldShift_eq_sum {ι : Type*} [Fintype ι] {mu Z : ℝ} (hmu : 0 < mu) (hZ : 0 < Z)
    (w a : ι → ℝ) (hw : ∑ i, w i = 1) (ha : ∀ i, 0 ≤ a i) :
    fieldShift mu Z w a = ∑ i, w i * (Z * a i ^ 2 * contactIntegral mu Z (a i)) := by
  have hpt : ∀ r, radial2S mu Z r ^ 2 * (nuclearPotential Z w a r - (-Z / r))
      = ∑ i, w i * (radial2S mu Z r ^ 2 * (Z / r - Z / max r (a i))) := by
    intro r
    have h : ∑ i, w i * (radial2S mu Z r ^ 2 * (Z / r - Z / max r (a i)))
        = radial2S mu Z r ^ 2 * (Z / r) * ∑ i, w i
          - radial2S mu Z r ^ 2 * Z * ∑ i, w i / max r (a i) := by
      rw [Finset.mul_sum, Finset.mul_sum, ← Finset.sum_sub_distrib]
      exact Finset.sum_congr rfl fun i _ => by ring
    rw [h, hw, nuclearPotential]
    ring
  unfold fieldShift
  simp_rw [hpt]
  rw [MeasureTheory.integral_finsetSum _ fun i _ =>
    Integrable.const_mul (shell_shift hmu hZ (ha i)).1 (w i)]
  refine Finset.sum_congr rfl fun i _ => ?_
  rw [integral_const_mul, (shell_shift hmu hZ (ha i)).2]
```

Q: So what exactly does the final theorem say?

A: Fix the fractions and the nonnegative radii, and shrink every radius from \(a_i\) to \(s a_i\). Then

\[
\lim_{s\to0^+}\frac{\Delta E(s)}{s^2}=\frac{\mu^3Z^4}{12}\sum_i w_i a_i^2 .
\]

By the previous formula, the quotient equals \(\sum_i w_i Z a_i^2 J(s a_i)\). Since \(J\) is continuous, its value at zero decides the limit:

\[
J(0)=\frac{k^3}{2}\int_0^1(t-t^2)\,dt=\frac{k^3}{2}\cdot\frac16=\frac{\mu^3Z^3}{12}.
\]

In the proof, `hJ` is the continuity, `hJ0` this value, and `hlim` the sum over shells.

```lean
/-- Field shift of the 2S level: for positive `mu` and `Z`, charge fractions of sum one and
nonnegative radii, shrinking all radii by a factor `s` makes the shift divided by `s^2` tend
to `mu^3 Z^4 / 12` times the mean square radius of the unscaled nucleus. -/
theorem field_shift_2S {ι : Type*} [Fintype ι] {mu Z : ℝ} (hmu : 0 < mu) (hZ : 0 < Z)
    (w a : ι → ℝ) (hw : ∑ i, w i = 1) (ha : ∀ i, 0 ≤ a i) :
    Tendsto (fun s : ℝ => fieldShift mu Z w (fun i => s * a i) / s ^ 2) (𝓝[>] 0)
      (𝓝 (mu ^ 3 * Z ^ 4 / 12 * meanSquareRadius w a)) := by
  have hJ : Continuous fun R => contactIntegral mu Z R := by
    unfold contactIntegral
    refine intervalIntegral.continuous_parametric_intervalIntegral_of_continuous' ?_ 0 1
    simp only [Function.uncurry_def]
    fun_prop
  -- in the limit of a small nucleus only the density at the origin matters
  have hJ0 : contactIntegral mu Z 0 = (mu * Z) ^ 3 / 12 := by
    have h : contactIntegral mu Z 0 = ∫ t in (0 : ℝ)..1, (mu * Z) ^ 3 / 2 * (t - t ^ 2) :=
      intervalIntegral.integral_congr fun t _ => by simp
    rw [h, intervalIntegral.integral_const_mul, intervalIntegral.integral_sub, integral_id,
      integral_pow]
    · push_cast
      ring
    · exact Continuous.intervalIntegrable (by fun_prop) _ _
    · exact Continuous.intervalIntegrable (by fun_prop) _ _
  have hc : Continuous fun s : ℝ =>
      ∑ i, w i * (Z * a i ^ 2 * contactIntegral mu Z (s * a i)) :=
    continuous_finsetSum _ fun i _ => continuous_const.mul
      (continuous_const.mul (hJ.comp (continuous_id.mul continuous_const)))
  have h := (hc.tendsto 0).mono_left (nhdsWithin_le_nhds (s := Ioi 0))
  have hlim : ∑ i, w i * (Z * a i ^ 2 * contactIntegral mu Z (0 * a i))
      = mu ^ 3 * Z ^ 4 / 12 * meanSquareRadius w a := by
    rw [meanSquareRadius, Finset.mul_sum]
    refine Finset.sum_congr rfl fun i _ => ?_
    rw [zero_mul, hJ0]
    ring
  rw [← hlim]
  refine h.congr' ?_
  filter_upwards [self_mem_nhdsWithin] with s hs
  have hs0 : 0 < s := hs
  rw [fieldShift_eq_sum hmu hZ w _ hw fun i => mul_nonneg hs0.le (ha i), Finset.sum_div]
  refine Finset.sum_congr rfl fun i _ => ?_
  rw [eq_div_iff (pow_ne_zero 2 hs0.ne')]
  ring

end FieldShift2S
```

```lean
#print axioms FieldShift2S.shell_average
#print axioms FieldShift2S.radial2S_bound_state
#print axioms FieldShift2S.density_at_nucleus
#print axioms FieldShift2S.field_shift_2S
```

```
'FieldShift2S.shell_average' depends on axioms: [propext, Classical.choice, Quot.sound]
'FieldShift2S.radial2S_bound_state' depends on axioms: [propext, Classical.choice, Quot.sound]
'FieldShift2S.density_at_nucleus' depends on axioms: [propext, Classical.choice, Quot.sound]
'FieldShift2S.field_shift_2S' depends on axioms: [propext, Classical.choice, Quot.sound]
```

Q: Give me numbers.

A: Take \(\mu=Z=1\) and one shell of radius \(R=0.01\) bohr. This is hundreds of femtometres, far larger than any real nucleus, and is chosen only to make the deviation from the leading formula visible. The leading formula gives \(10^{-4}/12\approx8.33\times10^{-6}\) hartree. Expanding \(J\) by hand gives \(J(R)\approx\tfrac{k^3}{12}(1-kR)\), so the first-order integral itself is about one per cent smaller, \(8.25\times10^{-6}\). This is not yet the true shift to that accuracy, because second-order perturbation theory contributes at the same relative order \(kR\). Doubling \(\mu\) multiplies the leading value by eight.

Q: What physics is left out?

A: Relativity, electron–electron interaction, nuclear polarization, quantum-electrodynamic corrections, higher orders of perturbation theory in the change of potential, and recoil beyond the reduced mass. Smooth charge distributions are not treated either, and the limit comes without an error bound at finite size.

Q: Then what is it good for?

A: For a non-relativistic one-electron ion, it fixes how the leading nuclear-size term in the 2S energy scales: at fixed \(Z\) and \(\langle r^2\rangle\), replacing the electron by a heavier orbiting lepton multiplies that term by the cube of the reduced-mass ratio. The term approximates the whole size effect only while \(\mu Z\) times the nuclear radius is small, which fails for a muon bound to a heavy nucleus such as lead.
